# Site disorder with independent, equally likely signs: odd Born terms average to zero, and the second order averages to G0 diag(w_i² (G0)_ii) G0

Let G0 be a complex N by N matrix, let w_i be complex strengths, and let V_s = diag(s_i w_i) with signs s_i = ±1. Write ⟨…⟩ for the uniform average over all 2^N sign choices. Then

⟨G0 V_s G0 V_s G0⟩ = G0 D G0, with D = diag(w_i² (G0)_ii),

and the Born terms of every odd order, in particular the first and third, average to zero. For non-interacting electrons on finitely many sites, take G0 = (E − H0)⁻¹, with H0 the clean Hamiltonian and E an energy outside its spectrum, and add V_s to H0. Then D is the self-energy to second order in the strengths, where the self-energy Σ is defined by ⟨G_s⟩ = G0 + G0 Σ ⟨G_s⟩ and G_s = (E − H0 − V_s)⁻¹, which exists for every sign choice when the strengths are small enough.

## Derivation by sign flips

If i = j, then s_i s_j = 1. If i ≠ j, flipping s_i alone permutes the configurations and reverses s_i s_j, so the average equals its own negative and vanishes. Hence ⟨s_i s_j⟩ = δ_ij.

For any fixed matrix M,

(V_s M V_s)_ij = s_i s_j w_i M_ij w_j,

⟨V_s M V_s⟩_ij = δ_ij w_i² M_ii.

Setting M = G0 and multiplying by the fixed outer factors G0 gives the second-order result.

The Born term of order k is (G0 V_s)^k G0. Flipping all signs turns V_s into −V_s and multiplies the term by (−1)^k. For odd k the average again equals its own negative.

Now suppose that G_s solves the Dyson equation G_s = G0 + X G_s, with X = G0 V_s. Substituting the equation into itself three times gives

G_s = G0 + X G0 + X² G0 + X³ G0 + X⁴ G_s.

Averaging removes the odd terms:

⟨G_s⟩ = G0 + G0 D G0 + ⟨(G0 V_s)⁴ G_s⟩.

This is an exact identity, so no convergence of the series is needed. It gives no bound on the last term.

Independence of the signs matters. Take two sites with w_0 = w_1 = 1, zero diagonal in G0 and both off-diagonal entries equal to 1. If the signs are locked together, s_0 = s_1, then V_s = ±1 and the second-order term is G0³ = G0, whereas the formula would give zero.

## Configurations, potential and average in Lean

The type `n` is the finite set of sites, and N is `Fintype.card n`.

```lean
import Mathlib

open Matrix

namespace DisorderAveragedBorn

noncomputable section

variable {n : Type*} [Fintype n] [DecidableEq n]
```

A configuration is a function `s : n → ℤˣ`. The units of the integers are exactly 1 and −1, and the casts carry them into ℂ.

```lean
/-- The site-diagonal potential with strength `w i` and random sign `s i` on site `i`. -/
def disorderPotential (w : n → ℂ) (s : n → ℤˣ) : Matrix n n ℂ :=
  Matrix.diagonal fun i => ((s i : ℤ) : ℂ) * w i
```

The average is a finite sum with equal weights, which encodes both independence and symmetry.

```lean
/-- The uniform average of a matrix quantity over all sign configurations. -/
def signAverage (f : (n → ℤˣ) → Matrix n n ℂ) : Matrix n n ℂ :=
  ((2 : ℂ) ^ Fintype.card n)⁻¹ • ∑ s, f s
```

`G0` is an arbitrary matrix. In the physical reading it is the resolvent of the clean Hamiltonian at a fixed energy, but neither that nor Hermiticity is required.

```lean
/-- The Born term of order `k`: `k` scatterings off `V` with free propagation `G0` around them. -/
def bornTerm (G0 V : Matrix n n ℂ) (k : ℕ) : Matrix n n ℂ :=
  (G0 * V) ^ k * G0
```

A different model would use independent random site energies of mean zero under a general probability measure. With finite moments, the second-order formula would keep its form with w_i² replaced by the second moment, but the averaged third-order term would involve the third moments, which need not vanish.

## Averaging rules and sign correlations

The average fixes constants, is additive, and lets fixed outer factors through.

```lean
/-- A quantity that does not depend on the disorder equals its average. -/
theorem signAverage_const (A : Matrix n n ℂ) :
    signAverage (fun _ : n → ℤˣ => A) = A := by
  have hc : Fintype.card (n → ℤˣ) = 2 ^ Fintype.card n := by
    rw [Fintype.card_fun, Fintype.card_units_int]
  have h2 : (2 : ℂ) ^ Fintype.card n ≠ 0 := pow_ne_zero _ two_ne_zero
  unfold signAverage
  rw [Finset.sum_const, Finset.card_univ, hc, ← Nat.cast_smul_eq_nsmul ℂ, smul_smul,
    Nat.cast_pow, Nat.cast_ofNat, inv_mul_cancel₀ h2, one_smul]

/-- The disorder average of a sum is the sum of the disorder averages. -/
theorem signAverage_add (f g : (n → ℤˣ) → Matrix n n ℂ) :
    signAverage (fun s => f s + g s) = signAverage f + signAverage g := by
  simp only [signAverage, Finset.sum_add_distrib, smul_add]

/-- Disorder-independent factors on the left and right can be taken out of the average. -/
theorem signAverage_mul_mul (A B : Matrix n n ℂ) (f : (n → ℤˣ) → Matrix n n ℂ) :
    signAverage (fun s => A * f s * B) = A * signAverage f * B := by
  simp only [signAverage, Matrix.mul_smul, Matrix.smul_mul, Finset.mul_sum, Finset.sum_mul]
```

The next lemma is ⟨s_i s_j⟩ = δ_ij before division by 2^N. The equivalence `e` flips site `i`, `Equiv.sum_comp` says that the sum is unchanged, and `linear_combination` concludes that a sum equal to its negative is zero.

```lean
/-- Summed over all configurations, `s i * s j` gives the number of configurations if `i = j` and
zero otherwise. -/
theorem sum_sign_mul_sign (i j : n) :
    ∑ s : n → ℤˣ, ((s i : ℤ) : ℂ) * ((s j : ℤ) : ℂ) =
      if i = j then (2 : ℂ) ^ Fintype.card n else 0 := by
  by_cases hij : i = j
  · subst hij
    have hc : Fintype.card (n → ℤˣ) = 2 ^ Fintype.card n := by
      rw [Fintype.card_fun, Fintype.card_units_int]
    have h1 : ∀ s : n → ℤˣ, ((s i : ℤ) : ℂ) * ((s i : ℤ) : ℂ) = 1 := by
      intro s
      rcases Int.units_eq_one_or (s i) with h | h <;> simp [h]
    rw [Finset.sum_congr rfl (fun s _ => h1 s), Finset.sum_const, Finset.card_univ, hc,
      nsmul_eq_mul, mul_one, if_pos rfl, Nat.cast_pow, Nat.cast_ofNat]
  · rw [if_neg hij]
    -- flipping the sign on site `i` alone reverses the summand
    let e : (n → ℤˣ) ≃ (n → ℤˣ) := Equiv.mulRight (Pi.mulSingle i (-1 : ℤˣ))
    have hflip : ∀ s : n → ℤˣ, (((e s) i : ℤ) : ℂ) * (((e s) j : ℤ) : ℂ) =
        -(((s i : ℤ) : ℂ) * ((s j : ℤ) : ℂ)) := by
      intro s
      have hi : (e s) i = s i * -1 := by simp [e]
      have hj : (e s) j = s j := by
        simp [e, Pi.mulSingle_eq_of_ne (Ne.symm hij)]
      rw [hi, hj]
      simp
    have h := Equiv.sum_comp e (fun s : n → ℤˣ => ((s i : ℤ) : ℂ) * ((s j : ℤ) : ℂ))
    rw [Finset.sum_congr rfl (fun s _ => hflip s), Finset.sum_neg_distrib] at h
    linear_combination (-1 / 2 : ℂ) * h
```

Applied entry by entry, this gives the average of V_s M V_s.

```lean
/-- Averaging `V M V` for a fixed matrix `M` leaves a site-diagonal matrix with entries
`w i ^ 2 * M i i`. -/
theorem signAverage_sandwich (w : n → ℂ) (M : Matrix n n ℂ) :
    signAverage (fun s => disorderPotential w s * M * disorderPotential w s) =
      Matrix.diagonal fun i => w i ^ 2 * M i i := by
  ext i j
  have h : ∀ s : n → ℤˣ, (disorderPotential w s * M * disorderPotential w s) i j =
      ((s i : ℤ) : ℂ) * ((s j : ℤ) : ℂ) * (w i * M i j * w j) := by
    intro s
    simp only [disorderPotential, Matrix.mul_diagonal, Matrix.diagonal_mul]
    ring
  have h2 : (2 : ℂ) ^ Fintype.card n ≠ 0 := pow_ne_zero _ two_ne_zero
  unfold signAverage
  rw [Matrix.smul_apply, Matrix.sum_apply, Finset.sum_congr rfl (fun s _ => h s),
    ← Finset.sum_mul, sum_sign_mul_sign, smul_eq_mul, Matrix.diagonal_apply]
  by_cases hij : i = j
  · subst hij
    rw [if_pos rfl, if_pos rfl, ← mul_assoc, inv_mul_cancel₀ h2]
    ring
  · simp [hij]
```

## The averaged Born terms

For odd orders, `e` flips every sign, and `hk.neg_pow` supplies the minus sign.

```lean
/-- Every Born term of odd order averages to zero. -/
theorem signAverage_bornTerm_odd (G0 : Matrix n n ℂ) (w : n → ℂ) {k : ℕ} (hk : Odd k) :
    signAverage (fun s => bornTerm G0 (disorderPotential w s) k) = 0 := by
  -- flipping all signs reverses the potential, hence every odd Born term
  let e : (n → ℤˣ) ≃ (n → ℤˣ) := Equiv.mulRight (fun _ => (-1 : ℤˣ))
  have hV : ∀ s, disorderPotential w (e s) = -disorderPotential w s := by
    intro s
    ext i j
    by_cases hij : i = j
    · subst hij
      simp [disorderPotential, e]
    · simp [disorderPotential, hij]
  have hB : ∀ s, bornTerm G0 (disorderPotential w (e s)) k =
      -bornTerm G0 (disorderPotential w s) k := by
    intro s
    rw [hV]
    simp only [bornTerm, mul_neg, hk.neg_pow, neg_mul]
  have h := Equiv.sum_comp e (fun s => bornTerm G0 (disorderPotential w s) k)
  rw [Finset.sum_congr rfl (fun s _ => hB s), Finset.sum_neg_distrib] at h
  have h0 : ∑ s, bornTerm G0 (disorderPotential w s) k = 0 := by
    ext i j
    have h' := congrArg (fun M : Matrix n n ℂ => M i j) h
    simp only [Matrix.neg_apply] at h'
    rw [Matrix.zero_apply]
    linear_combination (-1 / 2 : ℂ) * h'
  rw [signAverage, h0, smul_zero]
```

The main theorem collects the three orders. Its second part takes the outer `G0` factors out of the average and applies `signAverage_sandwich` with M = G0.

```lean
/-- Averaged over all signs, the first- and third-order Born terms vanish, and the second-order
term is `G0 D G0` with `D` site-diagonal with entries `w i ^ 2 * G0 i i`. -/
theorem averaged_born_series (G0 : Matrix n n ℂ) (w : n → ℂ) :
    signAverage (fun s => bornTerm G0 (disorderPotential w s) 1) = 0 ∧
    signAverage (fun s => G0 * disorderPotential w s * G0 * disorderPotential w s * G0) =
      G0 * Matrix.diagonal (fun i => w i ^ 2 * G0 i i) * G0 ∧
    signAverage (fun s => bornTerm G0 (disorderPotential w s) 3) = 0 := by
  refine ⟨signAverage_bornTerm_odd G0 w odd_one, ?_,
    signAverage_bornTerm_odd G0 w ⟨1, by norm_num⟩⟩
  -- the outer propagators do not fluctuate
  rw [← signAverage_sandwich w G0, ← signAverage_mul_mul]
  simp only [mul_assoc]
```

## The averaged Dyson equation

The hypothesis `hG` assumes a solution for each configuration; existence is not derived. In `key`, adding the Dyson equation multiplied by 1, X, X² and X³ reproduces the iteration above, with `noncomm_ring` respecting the order of the factors.

```lean
/-- If `G s` solves the Dyson equation for every sign configuration, its average is `G0`, plus
the averaged second-order term, plus the average of the exact fourth-order remainder. -/
theorem averaged_dyson (G0 : Matrix n n ℂ) (w : n → ℂ) (G : (n → ℤˣ) → Matrix n n ℂ)
    (hG : ∀ s, G s = G0 + G0 * disorderPotential w s * G s) :
    signAverage G = G0 + G0 * Matrix.diagonal (fun i => w i ^ 2 * G0 i i) * G0 +
      signAverage (fun s => (G0 * disorderPotential w s) ^ 4 * G s) := by
  -- iterate the Dyson equation four times
  have key : ∀ X Y : Matrix n n ℂ, Y = G0 + X * Y →
      Y = G0 + X ^ 1 * G0 + X * X * G0 + X ^ 3 * G0 + X ^ 4 * Y := by
    intro X Y h
    linear_combination (norm := noncomm_ring) h + X * h + X ^ 2 * h + X ^ 3 * h
  have hexp : G = fun s => G0 + bornTerm G0 (disorderPotential w s) 1 +
      G0 * disorderPotential w s * G0 * disorderPotential w s * G0 +
      bornTerm G0 (disorderPotential w s) 3 + (G0 * disorderPotential w s) ^ 4 * G s := by
    funext s
    have h := key _ _ (hG s)
    rw [← mul_assoc (G0 * disorderPotential w s) G0] at h
    exact h
  obtain ⟨h1, h2, h3⟩ := averaged_born_series G0 w
  -- average term by term; the odd orders drop out
  refine (congrArg signAverage hexp).trans ?_
  rw [signAverage_add, signAverage_add, signAverage_add, signAverage_add,
    signAverage_const, h1, h2, h3, add_zero, add_zero]
```

Two coupled sites provide an explicit family satisfying `hG`. The denominator in `pairGreen` takes the values 5, −11 and 21, so it never vanishes.

```lean
/-- The Green's matrix of two coupled sites with free Green's matrix `!![2, 1; 1, 2]` and on-site
potentials `2 * s 0` and `2 * s 1`. -/
def pairGreen (s : Fin 2 → ℤˣ) : Matrix (Fin 2) (Fin 2) ℂ :=
  (1 - 4 * (((s 0 : ℤ) : ℂ) + ((s 1 : ℤ) : ℂ)) + 12 * ((s 0 : ℤ) : ℂ) * ((s 1 : ℤ) : ℂ))⁻¹ •
    !![2 - 6 * ((s 1 : ℤ) : ℂ), 1; 1, 2 - 6 * ((s 0 : ℤ) : ℂ)]
```

The proof checks each matrix entry in all four configurations.

```lean
/-- The two-site matrix `pairGreen` solves the Dyson equation for every sign configuration. -/
theorem averaged_dyson_witness (s : Fin 2 → ℤˣ) :
    pairGreen s = !![2, 1; 1, 2] +
      !![2, 1; 1, 2] * disorderPotential (fun _ => 2) s * pairGreen s := by
  have hV : disorderPotential (fun _ => 2) s =
      !![((s 0 : ℤ) : ℂ) * 2, 0; 0, ((s 1 : ℤ) : ℂ) * 2] := by
    ext i j
    fin_cases i <;> fin_cases j <;> simp [disorderPotential]
  -- expand into entries, then check the four sign configurations
  ext i j
  simp only [pairGreen, hV, Matrix.add_apply, Matrix.mul_apply, Fin.sum_univ_two,
    Matrix.smul_apply]
  rcases Int.units_eq_one_or (s 0) with h0 | h0 <;>
  rcases Int.units_eq_one_or (s 1) with h1 | h1 <;>
  fin_cases i <;> fin_cases j <;> simp [h0, h1] <;> norm_num
```

## Equal strengths and a constant diagonal

If all strengths equal w and every diagonal entry of G0 equals g, as for equivalent sites, then D is w² g times the identity, and the second-order term becomes w² g G0².

```lean
/-- For equal strengths `w` and a free Green's matrix with constant diagonal `g`, the averaged
second-order Born term is `w ^ 2 * g` times the square of `G0`. -/
theorem averaged_second_order_uniform (G0 : Matrix n n ℂ) (w g : ℂ) (hg : ∀ i, G0 i i = g) :
    signAverage (fun s => G0 * disorderPotential (fun _ => w) s * G0 *
      disorderPotential (fun _ => w) s * G0) = (w ^ 2 * g) • (G0 * G0) := by
  have hD : Matrix.diagonal (fun i => w ^ 2 * G0 i i) = (w ^ 2 * g) • (1 : Matrix n n ℂ) := by
    ext i j
    by_cases hij : i = j
    · subst hij
      simp [hg]
    · simp [hij]
  rw [(averaged_born_series G0 (fun _ => w)).2.1, hD, Matrix.mul_smul, mul_one,
    Matrix.smul_mul]

end

end DisorderAveragedBorn
```

```lean
#print axioms DisorderAveragedBorn.averaged_dyson
#print axioms DisorderAveragedBorn.averaged_second_order_uniform
```

```
'DisorderAveragedBorn.averaged_dyson' depends on axioms: [propext, Classical.choice, Quot.sound]
'DisorderAveragedBorn.averaged_second_order_uniform' depends on axioms: [propext, Classical.choice, Quot.sound]
```
